# With positive definite augmentation charges, omitting the ultrasoft overlap makes a closed shell look spin-contaminated unless its projections vanish

A spin-polarized calculation with ultrasoft pseudopotentials has converged to a closed shell: both spins occupy the same $N$ orbitals. A routine that evaluates $\langle S^2\rangle$ from the orbital coefficients should report zero contamination. If it takes plain dot products of the coefficients, as it would for norm-conserving pseudopotentials, what does it report?

## The missing charge appears as contamination

Let the basis be orthonormal, for example plane waves. The columns of $B$ hold the projectors, the columns of $C$ the orbitals, and $q$ the augmentation charges. The overlap operator is $S = 1 + BqB^\dagger$, and the orbitals satisfy $C^\dagger S C = 1$. Only in $\langle S^2\rangle$ and $S_z$ does the letter stand for the spin.

An entry of $q$ is the overlap of two all-electron partial waves minus that of their pseudized versions, inside the augmentation region. We assume that $q$ is positive definite: every nonzero combination of partial waves loses norm when it is pseudized. A given pseudopotential need not satisfy this.

For a single determinant with $N_\beta \le N_\alpha$, the excess of $\langle S^2\rangle$ over $S_z(S_z+1)$, in units of $\hbar^2$, is $N_\beta - \mathrm{tr}(O^\dagger O)$, where $O$ is the matrix of alpha-beta orbital overlaps. With $S$ as the metric and shared orbitals, $O = C^\dagger S C = 1$, and the contamination is $N - N = 0$. Without $S$, $O = C^\dagger C$, and the result is
$$\Delta = N - \mathrm{tr}\big((C^\dagger C)^2\big).$$

Define $X = (B^\dagger C)^\dagger q\,(B^\dagger C)$, whose trace is the augmentation charge of the orbitals, counted for one spin. Expanding the orthonormality condition gives $C^\dagger C + X = 1$, so $C^\dagger C = 1 - X$. Since $(1-X)^2 = 1 - X - (1-X)X$,
$$\Delta = \mathrm{tr}X + \mathrm{tr}\big((1-X)X\big) = \mathrm{tr}X + \mathrm{tr}(C^\dagger C X) = \mathrm{tr}X + \mathrm{tr}(CXC^\dagger).$$

Because $q$ is positive definite, $X$ and $CXC^\dagger$ are positive semidefinite, and both traces are nonnegative. Moreover, $X$ is Hermitian, so $\mathrm{tr}(CXC^\dagger) = \mathrm{tr}X - \mathrm{tr}(X^\dagger X) \le \mathrm{tr}X$. Therefore
$$\mathrm{tr}X \le \Delta \le 2\,\mathrm{tr}X.$$

If $\Delta = 0$, then $\mathrm{tr}X = 0$. Let $v_i$ be column $i$ of $B^\dagger C$. Then $\mathrm{tr}X = \sum_i v_i^\dagger q v_i$ is a sum of nonnegative terms, so each term is zero, and definiteness gives $v_i = 0$ for every $i$. Conversely, $B^\dagger C = 0$ gives $X = 0$ and $\Delta = 0$. Semidefiniteness would not suffice for this equivalence: with $q = 0$, $\Delta$ vanishes whatever the projections are.

For a single-determinant $\langle S^2\rangle$ diagnostic in a finite orthonormal basis, a nonzero contamination computed without $S$ thus does not by itself show that spin symmetry is broken.

## Contamination and augmentation charge as matrix expressions

The index types are `n` for basis functions, `m` for projectors, `k` for orbitals (beta orbitals when the two sets differ) and `l` for alpha orbitals. All are finite.

In Lean 4 with Mathlib:

```lean
import Mathlib

open Matrix
open scoped ComplexOrder

namespace UltrasoftSpinContamination

noncomputable section

variable {n m k l : Type*} [Fintype n] [Fintype m] [Fintype k] [Fintype l]
```

With `ComplexOrder`, `0 ≤ z` for complex `z` says that $z$ is real and nonnegative.

The contamination takes the metric `M` as an argument, so the correct and the naive computations are two values of one function. `Fintype.card k` is the number of beta orbitals. The definition accepts any two orbital sets; the theorems use it with both equal, all orbitals being fully occupied.

```lean
/-- The spin contamination computed with metric `M`: the number of beta orbitals minus the
sum of the squared moduli of all alpha-beta orbital overlaps. -/
def contamination (M : Matrix n n ℂ) (Ca : Matrix n l ℂ) (Cb : Matrix n k ℂ) : ℂ :=
  (Fintype.card k : ℂ) - trace ((Caᴴ * M * Cb)ᴴ * (Caᴴ * M * Cb))
```

The next definition is $X$.

```lean
/-- The augmentation matrix of the orbitals `C`: the charges `q` sandwiched between the
projections `Bᴴ C` of the orbitals. -/
def augmentation (B : Matrix n m ℂ) (q : Matrix m m ℂ) (C : Matrix n k ℂ) : Matrix k k ℂ :=
  (Bᴴ * C)ᴴ * q * (Bᴴ * C)
```

The first lemma is the last step of the derivation: for positive definite $q$, the total augmentation charge vanishes exactly when all projections do. `hentry` writes $X_{ii}$ as $v_i^\dagger q v_i$, and `hnn` records that it is nonnegative. A vanishing sum of such terms has only vanishing terms. If some entry of $B^\dagger C$ were nonzero, definiteness would make the corresponding $X_{ii}$ strictly positive, a contradiction.

```lean
/-- For positive definite `q`, the total augmentation charge of the orbitals vanishes
if and only if every projector is orthogonal to every orbital. -/
theorem trace_augmentation_eq_zero_iff (B : Matrix n m ℂ) {q : Matrix m m ℂ}
    (hq : q.PosDef) (C : Matrix n k ℂ) :
    trace (augmentation B q C) = 0 ↔ Bᴴ * C = 0 := by
  constructor
  · intro h
    -- each diagonal entry is the quadratic form of q on one column of Bᴴ C
    have hentry : ∀ i, augmentation B q C i i =
        star (fun a => (Bᴴ * C) a i) ⬝ᵥ (q *ᵥ (fun a => (Bᴴ * C) a i)) := by
      intro i
      rw [augmentation, Matrix.mul_assoc]
      rfl
    have hnn : ∀ i ∈ Finset.univ, 0 ≤ augmentation B q C i i := by
      intro i _
      rw [hentry i]
      exact hq.posSemidef.dotProduct_mulVec_nonneg _
    have h0 := (Finset.sum_eq_zero_iff_of_nonneg hnn).1 h
    ext a i
    by_contra hne
    have hv : (fun a => (Bᴴ * C) a i) ≠ 0 := fun e => hne (congrFun e a)
    have hpos := hq.dotProduct_mulVec_pos hv
    rw [← hentry i, h0 i (Finset.mem_univ i)] at hpos
    exact lt_irrefl _ hpos
  · intro h
    simp [augmentation, h]
```

## The metric S and the plain dot product

The overlap operator is written as in the derivation.

```lean
variable [DecidableEq n] [DecidableEq k]

/-- The ultrasoft overlap operator `S = 1 + B q Bᴴ`, with projectors `B` and augmentation
charges `q`. -/
def overlap (B : Matrix n m ℂ) (q : Matrix m m ℂ) : Matrix n n ℂ :=
  1 + B * q * Bᴴ
```

With the metric included, the contamination is exactly zero. This holds for any matrix `S` satisfying the orthonormality condition, since $O$ is then the identity.

```lean
omit [DecidableEq n] in
/-- Orbitals orthonormal with respect to a metric `S` and shared by both spins have no spin
contamination when it is computed with that metric. -/
theorem contamination_with_overlap (S : Matrix n n ℂ) (C : Matrix n k ℂ)
    (h : Cᴴ * S * C = 1) : contamination S C C = 0 := by
  rw [contamination, h]
  simp
```

Without it, the overlap matrix is $1 - X$. The proof expands both sides of $C^\dagger C + X = C^\dagger S C$.

```lean
omit [Fintype k] in
/-- For orbitals orthonormal with respect to `S`, the plain overlap matrix is the identity minus the
augmentation matrix. -/
theorem plain_overlap_eq (B : Matrix n m ℂ) (q : Matrix m m ℂ) (C : Matrix n k ℂ)
    (h : Cᴴ * overlap B q * C = 1) : Cᴴ * C = 1 - augmentation B q C := by
  rw [eq_sub_iff_add_eq, ← h]
  simp only [overlap, augmentation, conjTranspose_mul, conjTranspose_conjTranspose,
    Matrix.mul_add, Matrix.add_mul, Matrix.mul_one, Matrix.mul_assoc]
```

The identity for $\Delta$ follows. `trace_mul_comm` moves $C^\dagger$ to the front to turn $\mathrm{tr}(CXC^\dagger)$ into $\mathrm{tr}(C^\dagger C X)$, `hG` replaces $C^\dagger C$ by $1 - X$, and `hsq` is the expansion of the square. Positivity of $q$ is not needed yet.

```lean
/-- For orbitals orthonormal with respect to `S` and shared by both spins, the contamination
computed without `S` is the augmentation charge plus the trace of the augmentation matrix
carried back to the basis by the orbitals. -/
theorem contamination_without_overlap (B : Matrix n m ℂ) (q : Matrix m m ℂ)
    (C : Matrix n k ℂ) (h : Cᴴ * overlap B q * C = 1) :
    contamination 1 C C =
      trace (augmentation B q C) + trace (C * augmentation B q C * Cᴴ) := by
  have hG := plain_overlap_eq B q C h
  rw [trace_mul_comm (C * augmentation B q C) Cᴴ, ← Matrix.mul_assoc, hG]
  simp only [contamination, Matrix.mul_one, conjTranspose_mul, conjTranspose_conjTranspose]
  rw [hG]
  -- with X the augmentation matrix, (1 - X)² = 1 - X - (1 - X) X
  have hsq : (1 - augmentation B q C) * (1 - augmentation B q C) =
      1 - augmentation B q C - (1 - augmentation B q C) * augmentation B q C := by
    noncomm_ring
  rw [hsq, trace_sub, trace_sub, trace_one]
  ring
```

## Bounds, the vanishing condition and a numerical case

Positive definiteness of `q` enters through `hX`, which says that $X$ is positive semidefinite. The lower bound discards the nonnegative trace of $CXC^\dagger$. For the upper bound, `hle` shows that this trace is at most $\mathrm{tr}X$, because `hXX` makes the subtracted $\mathrm{tr}(X^\dagger X)$ nonnegative.

```lean
/-- For positive definite `q` and orbitals orthonormal with respect to `S` and shared by both
spins, the contamination computed without `S` lies between one and two times the augmentation
charge of the orbitals. -/
theorem contamination_bounds (B : Matrix n m ℂ) {q : Matrix m m ℂ} (hq : q.PosDef)
    (C : Matrix n k ℂ) (h : Cᴴ * overlap B q * C = 1) :
    trace (augmentation B q C) ≤ contamination 1 C C ∧
      contamination 1 C C ≤ 2 * trace (augmentation B q C) := by
  have hX : (augmentation B q C).PosSemidef :=
    hq.posSemidef.conjTranspose_mul_mul_same (Bᴴ * C)
  rw [contamination_without_overlap B q C h]
  constructor
  · exact le_add_of_nonneg_right (hX.mul_mul_conjTranspose_same C).trace_nonneg
  · -- the second term is tr X - tr (Xᴴ X), hence at most tr X
    have hXX := (posSemidef_conjTranspose_mul_self (augmentation B q C)).trace_nonneg
    rw [hX.isHermitian.eq] at hXX
    have hle : trace (C * augmentation B q C * Cᴴ) ≤ trace (augmentation B q C) := by
      rw [trace_mul_comm (C * augmentation B q C) Cᴴ, ← Matrix.mul_assoc,
        plain_overlap_eq B q C h, Matrix.sub_mul, Matrix.one_mul, trace_sub]
      exact sub_le_self _ hXX
    rw [two_mul]
    exact add_le_add le_rfl hle
```

The main theorem is stated directly for $N - \mathrm{tr}((C^\dagger C)^2)$. Its hypotheses are `hq`, positive definiteness of $q$, and `h`, orthonormality with respect to $S$. Its conclusions are that the quantity is real and nonnegative, and that it is zero if and only if $B^\dagger C = 0$. The proof identifies the quantity with `contamination 1 C C`. If it is zero, the lower bound forces $\mathrm{tr}X = 0$, and the first lemma gives the vanishing projections; the converse substitutes $B^\dagger C = 0$ into the identity for $\Delta$.

```lean
/-- Let `q` be positive definite and let both spins share orbitals `C` with `Cᴴ S C = 1`.
The spin contamination computed without `S`, `N - tr ((Cᴴ C)²)`, is real and nonnegative, and
it vanishes if and only if `Bᴴ C = 0`. -/
theorem spurious_contamination (B : Matrix n m ℂ) {q : Matrix m m ℂ} (hq : q.PosDef)
    (C : Matrix n k ℂ) (h : Cᴴ * overlap B q * C = 1) :
    0 ≤ (Fintype.card k : ℂ) - trace ((Cᴴ * C) ^ 2) ∧
      ((Fintype.card k : ℂ) - trace ((Cᴴ * C) ^ 2) = 0 ↔ Bᴴ * C = 0) := by
  have hdef : (Fintype.card k : ℂ) - trace ((Cᴴ * C) ^ 2) = contamination 1 C C := by
    simp only [contamination, Matrix.mul_one, conjTranspose_mul,
      conjTranspose_conjTranspose, pow_two]
  have hX : 0 ≤ trace (augmentation B q C) :=
    (hq.posSemidef.conjTranspose_mul_mul_same (Bᴴ * C)).trace_nonneg
  obtain ⟨hlow, -⟩ := contamination_bounds B hq C h
  rw [hdef]
  refine ⟨hX.trans hlow, fun h0 => ?_, fun h0 => ?_⟩
  · -- no contamination leaves no augmentation charge
    rw [h0] at hlow
    exact (trace_augmentation_eq_zero_iff B hq C).1 (le_antisymm hlow hX)
  · rw [contamination_without_overlap B q C h]
    simp [augmentation, h0]
```

A small invented case illustrates the bounds. Take two basis functions, one projector on the first, $q = 1$ and the orbital $(2/3, 1/3)$. Then $S = \mathrm{diag}(2,1)$ and $C^\dagger S C = 8/9 + 1/9 = 1$, whereas $C^\dagger C = 5/9$. The naive contamination is $1 - 25/81 = 56/81$, between the augmentation charge $4/9$ and its double. The theorem checks the positivity of $q$, the normalization and the value $56/81$; most of its proof evaluates the conjugate transposes of the explicit matrices.

```lean
/-- Two basis functions, one projector on the first of them with unit charge, and the orbital
`(2/3, 1/3)`: the orbital is normalized with respect to `S`, and the contamination computed
without `S` is `56/81`. -/
theorem spurious_contamination_witness :
    (1 : Matrix (Fin 1) (Fin 1) ℂ).PosDef ∧
    (!![2 / 3; 1 / 3] : Matrix (Fin 2) (Fin 1) ℂ)ᴴ *
      overlap (!![1; 0] : Matrix (Fin 2) (Fin 1) ℂ) 1 *
      (!![2 / 3; 1 / 3] : Matrix (Fin 2) (Fin 1) ℂ) = 1 ∧
    contamination 1 (!![2 / 3; 1 / 3] : Matrix (Fin 2) (Fin 1) ℂ) !![2 / 3; 1 / 3]
      = 56 / 81 := by
  -- the entries are real, so conjugate transposition only transposes
  have h23 : star (2 / 3 : ℂ) = 2 / 3 := by
    have h := Complex.conj_ofReal (2 / 3)
    push_cast at h
    exact h
  have h13 : star (1 / 3 : ℂ) = 1 / 3 := by
    have h := Complex.conj_ofReal (1 / 3)
    push_cast at h
    exact h
  have hC : (!![2 / 3; 1 / 3] : Matrix (Fin 2) (Fin 1) ℂ)ᴴ = !![2 / 3, 1 / 3] := by
    ext i j
    fin_cases i
    fin_cases j
    · exact h23
    · exact h13
  have hB : (!![1; 0] : Matrix (Fin 2) (Fin 1) ℂ)ᴴ = !![1, 0] := by
    ext i j
    fin_cases i
    fin_cases j
    · exact star_one ℂ
    · exact star_zero ℂ
  refine ⟨Matrix.PosDef.one, ?_, ?_⟩
  · rw [overlap, hC, hB]
    ext i j
    fin_cases i
    fin_cases j
    simp [Matrix.mul_apply, Fin.sum_univ_succ, Matrix.one_apply, Matrix.vecMul,
      dotProduct] <;> norm_num
  · simp only [contamination, Matrix.mul_one, conjTranspose_mul, conjTranspose_conjTranspose]
    rw [hC]
    simp [Matrix.trace] <;> norm_num

end

end UltrasoftSpinContamination
```

```lean
#print axioms UltrasoftSpinContamination.trace_augmentation_eq_zero_iff
-- 'UltrasoftSpinContamination.trace_augmentation_eq_zero_iff' depends on axioms: [propext, Classical.choice, Quot.sound]
#print axioms UltrasoftSpinContamination.contamination_with_overlap
-- 'UltrasoftSpinContamination.contamination_with_overlap' depends on axioms: [propext, Classical.choice, Quot.sound]
#print axioms UltrasoftSpinContamination.spurious_contamination
-- 'UltrasoftSpinContamination.spurious_contamination' depends on axioms: [propext, Classical.choice, Quot.sound]
```
